# The one-magnon intensity tan(q/2) of an antiferromagnetic chain in linear spin-wave theory

Take the isotropic Heisenberg antiferromagnetic chain with nearest-neighbour exchange, at zero temperature. For wave number $0<q<\pi$ (lattice spacing 1), let $t$ be the real Bogoliubov angle with $\tanh 2t=\cos q$. The transverse one-magnon intensity in linear spin-wave theory is then, up to a constant prefactor,
$$(\cosh t-\sinh t)^2=\tan(q/2),$$
which tends to zero as $q\to0^+$ and diverges as $q\to\pi^-$.

**Q:** That is a trigonometric identity. Where is the antiferromagnet?

**A:** In the matrix we start from. Let $a$ and $b$ be the spin-wave bosons of the two sublattices, at wave numbers $q$ and $-q$. Let $S$ be the spin and $J>0$ the exchange, with energy $J\,\mathbf S_i\cdot\mathbf S_{i+1}$ per bond. In units of $2JS$, and up to a constant, the Hamiltonian at $q$ is
$$a^\dagger a+b\,b^\dagger+\cos q\,(a^\dagger b^\dagger+b\,a),$$
a quadratic form in $(a,b^\dagger)$. `spinWaveMatrix q` is its real $2\times2$ matrix.

```lean
import Mathlib

open Filter Set
open scoped Real Matrix Topology

namespace AntiferromagnetMagnonIntensity

noncomputable section

/-- Linear spin-wave Hamiltonian of the antiferromagnetic chain at wave number `q`, as a
quadratic form in the boson pair `(a, b†)`, in units of `2JS`. -/
def spinWaveMatrix (q : ℝ) : Matrix (Fin 2) (Fin 2) ℝ :=
  !![1, Real.cos q; Real.cos q, 1]
```

**Q:** And the magnons?

**A:** They are $\alpha$ and $\beta$, defined by
$$a=\cosh t\,\alpha-\sinh t\,\beta^\dagger,\qquad b^\dagger=-\sinh t\,\alpha+\cosh t\,\beta^\dagger.$$

```lean
/-- Bogoliubov transformation with angle `t`, expressing the pair `(a, b†)` through the
magnon pair `(α, β†)`. -/
def bogoliubov (t : ℝ) : Matrix (Fin 2) (Fin 2) ℝ :=
  !![Real.cosh t, -Real.sinh t; -Real.sinh t, Real.cosh t]
```

The transverse spin operator is proportional to $a+b^\dagger$, hence the row vector `![1, 1]`. Component `0` of the product is the coefficient of $\alpha$, namely $\cosh t-\sinh t$, and the intensity is its square: the adjoint operator creates one $\alpha$ magnon from the magnon vacuum with this amplitude. The coefficient of $\beta^\dagger$ is the same.

```lean
/-- One-magnon intensity: the squared coefficient of `α` in the transverse spin operator
`a + b†`, up to a constant prefactor. -/
def intensity (t : ℝ) : ℝ :=
  (((![1, 1] : Fin 2 → ℝ) ᵥ* bogoliubov t) 0) ^ 2
```

**Q:** Are $\alpha$ and $\beta$ still bosons?

**A:** Yes. The commutators of $(a,b^\dagger)$ with their adjoints form $\mathrm{diag}(1,-1)$, since $[b^\dagger,b]=-1$. The transformation preserves this matrix because $\cosh^2t-\sinh^2t=1$; the proof checks the four entries.

```lean
/-- The Bogoliubov transformation preserves the metric `diag(1, -1)` of the bosonic
commutators of `(a, b†)`. -/
theorem bogoliubov_preserves_commutators (t : ℝ) :
    bogoliubov t * !![1, 0; 0, -1] * (bogoliubov t)ᵀ = !![1, 0; 0, -1] := by
  have h := Real.cosh_sq t
  unfold bogoliubov
  generalize Real.cosh t = c at *
  generalize Real.sinh t = s at *
  ext i j
  fin_cases i <;> fin_cases j <;>
    simp [Matrix.mul_apply, Fin.sum_univ_two] <;> nlinarith [h]
```

**Q:** You could still have chosen $\tanh 2t=\cos q$ to get a pretty answer.

**A:** The condition follows from diagonalisation. By the double-angle formulas, the transformed matrix has diagonal entries $\cosh 2t-\cos q\sinh 2t$ and off-diagonal entries $\cos q\cosh 2t-\sinh 2t$.

```lean
/-- The spin-wave Hamiltonian written in the magnon pair `(α, β†)`, for any angle `t`. -/
theorem transformed_hamiltonian (q t : ℝ) :
    (bogoliubov t)ᵀ * spinWaveMatrix q * bogoliubov t =
      !![Real.cosh (2 * t) - Real.cos q * Real.sinh (2 * t),
         Real.cos q * Real.cosh (2 * t) - Real.sinh (2 * t);
         Real.cos q * Real.cosh (2 * t) - Real.sinh (2 * t),
         Real.cosh (2 * t) - Real.cos q * Real.sinh (2 * t)] := by
  rw [Real.cosh_two_mul, Real.sinh_two_mul]
  unfold bogoliubov spinWaveMatrix
  generalize Real.cosh t = c
  generalize Real.sinh t = s
  generalize Real.cos q = k
  ext i j
  fin_cases i <;> fin_cases j <;>
    simp [Matrix.mul_apply, Fin.sum_univ_two] <;> ring
```

The off-diagonal entries vanish exactly when $\tanh 2t=\cos q$. Then $\cosh^2 2t\,(1-\cos^2q)=1$, so $\cosh 2t=1/\sin q$ by positivity, and the diagonal becomes $(1-\cos^2q)/\sin q=\sin q$, the magnon energy.

In Lean, one direction reads off entry $(0,1)$. The other obtains `C * Real.sin q = 1` by cancelling the positive factor `C * Real.sin q + 1`. In this proof `C` and `S` stand for $\cosh 2t$ and $\sinh 2t$; `S` is not the spin.

```lean
/-- For `0 < q < π`, the transformation brings the Hamiltonian to diagonal form with magnon
energy `sin q` exactly when its angle satisfies `tanh 2t = cos q`. -/
theorem diagonalises_iff {q t : ℝ} (h0 : 0 < q) (hq : q < π) :
    (bogoliubov t)ᵀ * spinWaveMatrix q * bogoliubov t
        = Real.sin q • (1 : Matrix (Fin 2) (Fin 2) ℝ) ↔
      Real.tanh (2 * t) = Real.cos q := by
  rw [transformed_hamiltonian, Real.tanh_eq_sinh_div_cosh,
    div_eq_iff (Real.cosh_pos (2 * t)).ne']
  have hs := Real.sin_pos_of_pos_of_lt_pi h0 hq
  have hC := Real.cosh_pos (2 * t)
  have hCS := Real.cosh_sq (2 * t)
  have hsc := Real.sin_sq_add_cos_sq q
  generalize Real.cosh (2 * t) = C at *
  generalize Real.sinh (2 * t) = S at *
  constructor
  · -- the anomalous (off-diagonal) term must vanish
    intro h
    have h01 := congrFun (congrFun h 0) 1
    simp at h01
    linarith
  · intro h
    have hpos : 0 < C * Real.sin q + 1 := by positivity
    have hCs : C * Real.sin q = 1 := by
      apply mul_left_cancel₀ hpos.ne'
      linear_combination C ^ 2 * hsc + hCS + (S + Real.cos q * C) * h
    have h1 : C - Real.cos q * S = Real.sin q := by
      linear_combination -Real.cos q * h - C * hsc + Real.sin q * hCs
    have h2 : Real.cos q * C - S = 0 := by linarith
    rw [h1, h2]
    ext i j
    fin_cases i <;> fin_cases j <;> simp
```

**Q:** Now the intensity itself.

**A:** Since $\cosh t-\sinh t=e^{-t}$, it equals $e^{-2t}$.

```lean
/-- The one-magnon intensity is the square of `cosh t - sinh t`. -/
theorem intensity_eq (t : ℝ) : intensity t = (Real.cosh t - Real.sinh t) ^ 2 := by
  unfold intensity bogoliubov
  generalize Real.cosh t = c
  generalize Real.sinh t = s
  simp [Matrix.vecMul, dotProduct, Fin.sum_univ_two, sub_eq_add_neg]

/-- The one-magnon intensity decays exponentially with the Bogoliubov angle. -/
theorem intensity_eq_exp (t : ℝ) : intensity t = Real.exp (-(2 * t)) := by
  rw [intensity_eq, Real.cosh_sub_sinh, pow_two, ← Real.exp_add]
  congr 1
  ring
```

Writing $\tanh 2t=\cos q$ in exponentials gives
$$e^{4t}=\frac{1+\cos q}{1-\cos q}=\cot^2(q/2).$$
Both $e^{-2t}$ and $\tan(q/2)$ are positive, so $e^{-2t}=\tan(q/2)$. Every step reverses. Lean passes through the equivalent equation $\sin^2(q/2)\,e^{2t}=\cos^2(q/2)\,e^{-2t}$ and again cancels a positive factor.

```lean
/-- For `0 < q < π`, the one-magnon intensity equals `tan (q/2)` exactly when the Bogoliubov
angle satisfies `tanh 2t = cos q`. -/
theorem intensity_eq_tan_iff {q t : ℝ} (h0 : 0 < q) (hq : q < π) :
    intensity t = Real.tan (q / 2) ↔ Real.tanh (2 * t) = Real.cos q := by
  have hs : 0 < Real.sin (q / 2) :=
    Real.sin_pos_of_pos_of_lt_pi (by linarith) (by linarith)
  have hc : 0 < Real.cos (q / 2) :=
    Real.cos_pos_of_mem_Ioo ⟨by linarith, by linarith⟩
  have hcos : Real.cos q = Real.cos (q / 2) ^ 2 - Real.sin (q / 2) ^ 2 := by
    rw [← Real.cos_two_mul']
    congr 1
    ring
  have hsc := Real.sin_sq_add_cos_sq (q / 2)
  have hyz : Real.exp (2 * t) * Real.exp (-(2 * t)) = 1 := by
    rw [← Real.exp_add, add_neg_cancel, Real.exp_zero]
  have hy := Real.exp_pos (-(2 * t))
  rw [intensity_eq_exp, Real.tanh_eq_sinh_div_cosh, div_eq_iff (Real.cosh_pos _).ne',
    Real.sinh_eq, Real.cosh_eq, hcos, Real.tan_eq_sin_div_cos, eq_div_iff hc.ne']
  generalize Real.exp (-(2 * t)) = y at *
  generalize Real.exp (2 * t) = z at *
  generalize Real.sin (q / 2) = s at *
  generalize Real.cos (q / 2) = c at *
  -- both conditions are equivalent to `s² z = c² y`
  constructor
  · intro h
    have h' : s ^ 2 * z = c ^ 2 * y := by
      linear_combination -(y * c + s) * z * h + c ^ 2 * y * hyz
    linear_combination h' - (z - y) / 2 * hsc
  · intro h
    have h' : s ^ 2 * z = c ^ 2 * y := by
      linear_combination h + (z - y) / 2 * hsc
    have hpos : 0 < y * c + s := by positivity
    apply mul_left_cancel₀ hpos.ne'
    linear_combination -y * h' + s ^ 2 * hyz
```

**Q:** Does the range of $q$ matter?

**A:** With only $0<q$ assumed, the equivalence fails at $q=3\pi/2$: there $t=0$ satisfies $\tanh 2t=\cos q=0$ and gives intensity 1, but $\tan(3\pi/4)=-1$.

**Q:** Does such an angle always exist within the range?

**A:** Exactly one does. Taking logarithms of $e^{-2t}=\tan(q/2)$ gives $t=-\tfrac12\ln\tan(q/2)$.

```lean
/-- For `0 < q < π` there is exactly one Bogoliubov angle with `tanh 2t = cos q`, given in
closed form by a logarithm. -/
theorem angle_iff {q t : ℝ} (h0 : 0 < q) (hq : q < π) :
    Real.tanh (2 * t) = Real.cos q ↔ t = -Real.log (Real.tan (q / 2)) / 2 := by
  have hT : 0 < Real.tan (q / 2) :=
    Real.tan_pos_of_pos_of_lt_pi_div_two (by linarith) (by linarith)
  rw [← intensity_eq_tan_iff h0 hq, intensity_eq_exp]
  constructor
  · intro h
    rw [← h, Real.log_exp]
    ring
  · intro h
    have h2 : -(2 * t) = Real.log (Real.tan (q / 2)) := by linarith
    rw [h2, Real.exp_log hT]
```

Multiplying intensity by energy gives $\tan(q/2)\sin q=2\sin^2(q/2)=1-\cos q$. The proof uses the same half-angle formulas.

```lean
/-- For `0 < q < π` and `tanh 2t = cos q`, the intensity times `sin q` equals `1 - cos q`. -/
theorem intensity_mul_energy {q t : ℝ} (h0 : 0 < q) (hq : q < π)
    (ht : Real.tanh (2 * t) = Real.cos q) :
    intensity t * Real.sin q = 1 - Real.cos q := by
  have hc : 0 < Real.cos (q / 2) :=
    Real.cos_pos_of_mem_Ioo ⟨by linarith, by linarith⟩
  have hcos : Real.cos q = Real.cos (q / 2) ^ 2 - Real.sin (q / 2) ^ 2 := by
    rw [← Real.cos_two_mul']
    congr 1
    ring
  have hsin : Real.sin q = 2 * Real.sin (q / 2) * Real.cos (q / 2) := by
    rw [← Real.sin_two_mul]
    congr 1
    ring
  have htan := Real.tan_mul_cos hc.ne'
  rw [(intensity_eq_tan_iff h0 hq).2 ht]
  linear_combination Real.tan (q / 2) * hsin + hcos + 2 * Real.sin (q / 2) * htan
    + Real.sin_sq_add_cos_sq (q / 2)
```

**Q:** Give me numbers.

**A:** Take $q=\pi/3$. Then $\tanh 2t=\tfrac12$, so $e^{4t}=3$ and $t=\tfrac14\ln3\approx0.275$. The intensity is $1/\sqrt3=\tan(\pi/6)$, the energy is $\sqrt3/2$, and their product is $\tfrac12=1-\cos(\pi/3)$.

**Q:** And the limits?

**A:** `intensity_limits` takes any function $t(q)$ satisfying the angle condition on $(0,\pi)$; no continuity is assumed. On that interval the intensity equals $\tan(q/2)$, so it inherits the tangent's limits: continuity at zero gives the first, the pole at $\pi/2$ the second. Both are one-sided, from inside the interval.

```lean
/-- If the Bogoliubov angle satisfies `tanh 2t(q) = cos q` throughout `0 < q < π`, the
one-magnon intensity tends to zero as `q → 0` and diverges as `q → π` from inside. -/
theorem intensity_limits (t : ℝ → ℝ)
    (ht : ∀ q ∈ Ioo 0 π, Real.tanh (2 * t q) = Real.cos q) :
    Tendsto (fun q => intensity (t q)) (𝓝[>] 0) (𝓝 0) ∧
      Tendsto (fun q => intensity (t q)) (𝓝[<] π) atTop := by
  have heq : ∀ q ∈ Ioo 0 π, Real.tan (q / 2) = intensity (t q) := fun q hq =>
    ((intensity_eq_tan_iff hq.1 hq.2).2 (ht q hq)).symm
  constructor
  · -- continuity of the tangent at zero
    have h : ContinuousAt (fun q : ℝ => Real.tan (q / 2)) 0 := by
      apply ContinuousAt.comp (g := Real.tan) (f := fun q : ℝ => q / 2)
      · exact Real.continuousAt_tan.2 (by simp)
      · fun_prop
    have h' : Tendsto (fun q : ℝ => Real.tan (q / 2)) (𝓝[>] 0) (𝓝 0) := by
      have h2 := h.tendsto.mono_left (nhdsWithin_le_nhds (s := Ioi (0 : ℝ)))
      simpa using h2
    exact h'.congr' (eventually_of_mem (Ioo_mem_nhdsGT Real.pi_pos) heq)
  · -- the half angle approaches the pole of the tangent from below
    have h : Tendsto (fun q : ℝ => q / 2) (𝓝[<] π) (𝓝[<] (π / 2)) := by
      apply tendsto_nhdsWithin_iff.2
      constructor
      · have hc : Continuous (fun q : ℝ => q / 2) := by fun_prop
        exact (hc.tendsto π).mono_left nhdsWithin_le_nhds
      · filter_upwards [self_mem_nhdsWithin] with q hq
        have hq' : q < π := hq
        show q / 2 < π / 2
        linarith
    exact (Real.tendsto_tan_pi_div_two.comp h).congr'
      (eventually_of_mem (Ioo_mem_nhdsLT Real.pi_pos) heq)

end

end AntiferromagnetMagnonIntensity
```

```lean
#print axioms AntiferromagnetMagnonIntensity.intensity_eq_tan_iff
-- 'AntiferromagnetMagnonIntensity.intensity_eq_tan_iff' depends on axioms: [propext, Classical.choice, Quot.sound]
#print axioms AntiferromagnetMagnonIntensity.angle_iff
-- 'AntiferromagnetMagnonIntensity.angle_iff' depends on axioms: [propext, Classical.choice, Quot.sound]
#print axioms AntiferromagnetMagnonIntensity.intensity_mul_energy
-- 'AntiferromagnetMagnonIntensity.intensity_mul_energy' depends on axioms: [propext, Classical.choice, Quot.sound]
#print axioms AntiferromagnetMagnonIntensity.intensity_limits
-- 'AntiferromagnetMagnonIntensity.intensity_limits' depends on axioms: [propext, Classical.choice, Quot.sound]
```

**Q:** So is this what resonant inelastic X-ray scattering (RIXS) on a spin chain sees?

**A:** Only in part. It gives the momentum dependence of the one-magnon weight in the spin-flip channel for non-interacting magnons on an ordered chain, without polarisation or core-hole factors. The quadratic Hamiltonian and the form of the spin operator are inputs, not derived from the Heisenberg model. An isolated Heisenberg antiferromagnetic chain has no long-range Néel order for any finite spin, and for spin ½ its elementary excitations are spinons, so there the formula serves only as a harmonic reference.
